# Two coupled atomic dipoles below the polarization catastrophe: a unique response, with mean polarizability above the sum of the atomic values

Add the polarizabilities $a$ and $b$ of two neighbouring atoms, and the sum ignores the field that each induced dipole exerts on the other. Include that field, and a new problem appears: if the atoms are too close, the equations for the dipoles may have no solution, or a solution in which the pair polarizes against the applied field. For two isotropic point atoms with positive static polarizabilities, the condition $ab(2t)^2<1$ on the coupling strength $t>0$ rules out both failures. It also puts the isotropic mean polarizability of the pair above $a+b$.

Dipole-coupled polarizabilities of this kind enter polarizable force fields and screened atoms-in-molecules dispersion models; the result here concerns only two atoms in a static field.

## The induction equations

Let $n$ be the direction of the line joining the atoms. A dipole $v$ on one atom produces at the other the field $Tv$, with

$$T=t(3nn^{\mathsf T}-1),\qquad Tv=t\bigl(3(n\cdot v)n-v\bigr).$$

For undamped point dipoles in Gaussian units, $t=1/R^3$ at separation $R$. In a uniform external field $E$, the dipoles $p$ and $q$ satisfy

$$p=a(E+Tq),\qquad q=b(E+Tp).$$

In Lean, fields and dipoles are real 3-vectors of type `Vec`, `dipoleTensor` is $T$, and `SelfConsistent` is this pair of equations. Linear response and the form of $T$ are assumed, so damping that changes the tensor's shape, frequency dependence and higher multipoles are not covered.

```lean
import Mathlib

open Matrix

namespace InteractingAtomicDipoles

noncomputable section

/-- Vectors in three-dimensional space: fields and dipole moments. -/
abbrev Vec := Fin 3 → ℝ

/-- The dipole interaction tensor `t (3 n nᵀ - 1)` for strength `t` and direction `n`. -/
def dipoleTensor (t : ℝ) (n : Vec) : Matrix (Fin 3) (Fin 3) ℝ :=
  t • ((3 : ℝ) • vecMulVec n n - 1)

/-- Each atom, of polarizability `a` or `b`, responds to the external field `E` plus the
field of the other atom's dipole. -/
def SelfConsistent (a b t : ℝ) (n E p q : Vec) : Prop :=
  p = a • (E + dipoleTensor t n *ᵥ q) ∧ q = b • (E + dipoleTensor t n *ᵥ p)
```

The next definitions are closed formulas for the response. They are not assumed to solve the equations; that is proved below. They carry physical meaning only where their denominators are nonzero.

```lean
/-- Response of the atom `a` coupled to the atom `b` with scalar coupling `s`,
for `a b s² ≠ 1`. -/
def atomResponse (a b s : ℝ) : ℝ := a * (1 + b * s) / (1 - a * b * s ^ 2)

/-- Total response of both atoms at scalar coupling `s`, for `a b s² ≠ 1`. -/
def modePolarizability (a b s : ℝ) : ℝ :=
  (a + b + 2 * a * b * s) / (1 - a * b * s ^ 2)

/-- Dipole of the atom `a` beside the atom `b`, built from its responses across and along the unit
vector `n`, for `a b t² ≠ 1` and `a b (2t)² ≠ 1`. -/
def atomDipole (a b t : ℝ) (n E : Vec) : Vec :=
  atomResponse a b (-t) • (E - (n ⬝ᵥ E) • n) + (atomResponse a b (2 * t) * (n ⬝ᵥ E)) • n

/-- Polarizability matrix of the pair, with coupling `-t` across the unit vector `n` and `2t` along
it, for `a b t² ≠ 1` and `a b (2t)² ≠ 1`. -/
def pairPolarizability (a b t : ℝ) (n : Vec) : Matrix (Fin 3) (Fin 3) ℝ :=
  modePolarizability a b (-t) • (1 - vecMulVec n n) +
    modePolarizability a b (2 * t) • vecMulVec n n
```

Two identities turn the matrix products into dot products. They hold for any $n$.

```lean
/-- The matrix `n nᵀ` sends `v` to `(n · v) n`. -/
theorem axis_mulVec (n v : Vec) : vecMulVec n n *ᵥ v = (n ⬝ᵥ v) • n := by
  ext i
  simp only [Matrix.mulVec, dotProduct, Matrix.vecMulVec_apply, Pi.smul_apply, smul_eq_mul,
    Finset.sum_mul]
  exact Finset.sum_congr rfl (fun j _ => by ring)

/-- The field of a dipole `v` is `t (3 (n · v) n - v)`. -/
theorem dipoleTensor_mulVec (t : ℝ) (n v : Vec) :
    dipoleTensor t n *ᵥ v = t • ((3 * (n ⬝ᵥ v)) • n - v) := by
  simp only [dipoleTensor, Matrix.smul_mulVec, Matrix.sub_mulVec, Matrix.one_mulVec,
    axis_mulVec, smul_smul]
```

## No resonance: $1-abs^2\neq0$

Along the axis, and along any direction perpendicular to it, the problem will reduce to two numbers $x,y$ in a scalar field $X$, with a scalar coupling $s$:

$$x=a(X+sy),\qquad y=b(X+sx).$$

Physically, $abs^2$ is the factor by which a dipole is multiplied after one round trip: it polarizes its neighbour, which polarizes it back. The hypothesis says that this factor is not exactly one.

By hand, substituting the second equation into the first gives $(1-abs^2)x=a(1+bs)X$, and likewise $(1-abs^2)y=b(1+as)X$. Division, the step that needs the hypothesis, yields

$$x=\frac{a(1+bs)}{1-abs^2}X,\qquad y=\frac{b(1+as)}{1-abs^2}X.$$

Conversely, these values satisfy the first equation, because

$$a(X+sy)=aX\,\frac{1-abs^2+bs+abs^2}{1-abs^2}=x,$$

and the second follows by exchanging the atoms. Without the hypothesis uniqueness fails already at $X=0$: any $y$ with $x=asy$ is then a solution.

The theorem `mode_iff` states this equivalence. Its forward half clears the denominator and combines the equations as above; its reverse half uses that the denominator times its inverse is one.

```lean
/-- Away from the resonance `a b s² = 1`, two scalar dipoles with coupling `s` in a field `X`
are self-consistent exactly when they are given by the atomic responses. -/
theorem mode_iff {a b s X x y : ℝ} (h : 1 - a * b * s ^ 2 ≠ 0) :
    (x = a * (X + s * y) ∧ y = b * (X + s * x)) ↔
      (x = atomResponse a b s * X ∧ y = atomResponse b a s * X) := by
  have h' : 1 - b * a * s ^ 2 ≠ 0 := by rwa [mul_comm b a]
  constructor
  · rintro ⟨h1, h2⟩
    constructor
    · rw [atomResponse, div_mul_eq_mul_div, eq_div_iff h]
      linear_combination h1 + a * s * h2
    · rw [atomResponse, div_mul_eq_mul_div, eq_div_iff h']
      linear_combination h2 + b * s * h1
  · rintro ⟨rfl, rfl⟩
    have hk := mul_inv_cancel₀ h
    unfold atomResponse
    constructor
    · linear_combination a * X * hk
    · linear_combination b * X * hk
```

## A unit axis: $n\cdot n=1$

This hypothesis makes $n$ a pure direction, leaving all dependence on distance in $t$. By hand it enters when $Tv$ is projected on the axis:

$$n\cdot Tv=t\bigl(3(n\cdot v)(n\cdot n)-n\cdot v\bigr)=2t\,(n\cdot v).$$

For a vector of another length the axial coupling would be $t(3\,n\cdot n-1)$ instead of $2t$. The lemma `axial_projection` applies the projection to both induction equations.

```lean
/-- For a unit vector `n`, the components of self-consistent dipoles along `n` are coupled
with strength `2t`. -/
theorem axial_projection {a b t : ℝ} {n E p q : Vec} (hn : n ⬝ᵥ n = 1)
    (h : SelfConsistent a b t n E p q) :
    n ⬝ᵥ p = a * (n ⬝ᵥ E + 2 * t * (n ⬝ᵥ q)) ∧
      n ⬝ᵥ q = b * (n ⬝ᵥ E + 2 * t * (n ⬝ᵥ p)) := by
  have hT : ∀ v : Vec, n ⬝ᵥ (dipoleTensor t n *ᵥ v) = 2 * t * (n ⬝ᵥ v) := by
    intro v
    rw [dipoleTensor_mulVec]
    simp only [dotProduct_smul, dotProduct_sub, hn, smul_eq_mul]
    ring
  have h1 := congrArg (fun v => n ⬝ᵥ v) h.1
  have h2 := congrArg (fun v => n ⬝ᵥ v) h.2
  simp only [dotProduct_smul, dotProduct_add, hT, smul_eq_mul] at h1 h2
  exact ⟨h1, h2⟩
```

Now write $v_\perp=v-(n\cdot v)n$ for the part of $v$ across the axis. Subtracting the axial part of $Tv$ gives

$$(Tv)_\perp=t\bigl(3(n\cdot v)n-v\bigr)-2t(n\cdot v)n=-t\,v_\perp.$$

The axial components therefore obey the scalar equations with $s=2t$, and each Cartesian component of the transverse parts obeys them with $s=-t$. If neither coupling is resonant, the scalar solutions reassemble into one pair of vectors:

$$p=\frac{a(1-bt)}{1-abt^2}E_\perp+\frac{a(1+2bt)}{1-4abt^2}(n\cdot E)n,$$

with $q$ obtained by exchanging $a$ and $b$.

The theorem `selfConsistent_iff` follows this route. In the forward direction, `key` solves the transverse components and `linear_combination` adds back the axial part. In the reverse direction, `hd` computes the axial component of the explicit dipoles, and `mode_iff` is applied backwards.

```lean
/-- For a unit vector `n` and away from both resonances, the induction equations hold exactly
for the explicit atomic dipoles. -/
theorem selfConsistent_iff {a b t : ℝ} {n E p q : Vec} (hn : n ⬝ᵥ n = 1)
    (h1 : 1 - a * b * (2 * t) ^ 2 ≠ 0) (h2 : 1 - a * b * (-t) ^ 2 ≠ 0) :
    SelfConsistent a b t n E p q ↔
      p = atomDipole a b t n E ∧ q = atomDipole b a t n E := by
  constructor
  · intro h
    obtain ⟨P, Q⟩ := axial_projection hn h
    obtain ⟨hP, hQ⟩ := (mode_iff h1).1 ⟨P, Q⟩
    -- the components across the axis are coupled with strength -t
    have key : ∀ i, p i - (n ⬝ᵥ p) * n i = atomResponse a b (-t) * (E i - (n ⬝ᵥ E) * n i) ∧
        q i - (n ⬝ᵥ q) * n i = atomResponse b a (-t) * (E i - (n ⬝ᵥ E) * n i) := by
      intro i
      have hp := congrFun h.1 i
      have hq := congrFun h.2 i
      simp only [dipoleTensor_mulVec, Pi.smul_apply, Pi.add_apply, Pi.sub_apply,
        smul_eq_mul] at hp hq
      refine (mode_iff h2).1 ⟨?_, ?_⟩
      · linear_combination hp - n i * P
      · linear_combination hq - n i * Q
    constructor <;> ext i <;>
      simp only [atomDipole, Pi.smul_apply, Pi.add_apply, Pi.sub_apply, smul_eq_mul]
    · linear_combination (key i).1 + n i * hP
    · linear_combination (key i).2 + n i * hQ
  · rintro ⟨rfl, rfl⟩
    have hd : ∀ c d : ℝ, n ⬝ᵥ atomDipole c d t n E =
        atomResponse c d (2 * t) * (n ⬝ᵥ E) := by
      intro c d
      simp only [atomDipole, dotProduct_add, dotProduct_smul, dotProduct_sub, hn, smul_eq_mul]
      ring
    obtain ⟨m1, m2⟩ := (mode_iff (X := n ⬝ᵥ E) h1).2 ⟨rfl, rfl⟩
    refine ⟨funext fun i => ?_, funext fun i => ?_⟩ <;>
      obtain ⟨k1, k2⟩ := (mode_iff (X := E i - (n ⬝ᵥ E) * n i) h2).2 ⟨rfl, rfl⟩ <;>
      simp only [dipoleTensor_mulVec, hd, Pi.smul_apply, Pi.add_apply, Pi.sub_apply,
        smul_eq_mul] <;>
      simp only [atomDipole, Pi.smul_apply, Pi.add_apply, Pi.sub_apply, smul_eq_mul]
    · linear_combination k1 + n i * m1
    · linear_combination k2 + n i * m2
```

The matrix `pairPolarizability` likewise treats the two parts of a field separately.

```lean
/-- The pair polarizability multiplies `v - (n · v) n` and `(n · v) n` by separate scalars; for a
unit vector `n` these are the parts of `v` across and along `n`. -/
theorem pairPolarizability_mulVec (a b t : ℝ) (n v : Vec) :
    pairPolarizability a b t n *ᵥ v = modePolarizability a b (-t) • (v - (n ⬝ᵥ v) • n) +
      (modePolarizability a b (2 * t) * (n ⬝ᵥ v)) • n := by
  simp only [pairPolarizability, Matrix.add_mulVec, Matrix.smul_mulVec, Matrix.sub_mulVec,
    Matrix.one_mulVec, axis_mulVec, smul_smul]
```

## Positive $a,b,t$ with $ab(2t)^2<1$

A ground-state atom has a positive static polarizability, and $t>0$ describes the ordinary point-dipole interaction. The inequality says that the axial round trip returns less than the original dipole. For $t=1/R^3$ it reads $R^6>4ab$. Since $abt^2$ is smaller still, both denominators lie strictly between 0 and 1, and neither direction is resonant.

Adding the two scalar responses gives the total polarizabilities

$$\alpha_\parallel=\frac{a+b+4abt}{1-4abt^2},\qquad \alpha_\perp=\frac{a+b-2abt}{1-abt^2}.$$

The axial numerator is positive, so $\alpha_\parallel>a+b+4abt$. The transverse numerator is nonnegative:

- If $2at\le1$, then $2abt\le b$.
- If $2at\ge1$, then $2bt\le(2at)(2bt)<1$, so $2abt\le a$.

Hence $\alpha_\perp\ge a+b-2abt$. There is one axial and there are two transverse directions, and the terms linear in $t$ cancel:

$$\frac{\alpha_\parallel+2\alpha_\perp}{3}>\frac{(a+b+4abt)+2(a+b-2abt)}{3}=a+b.$$

The coupling is what makes this strict: at $t=0$ the mean equals $a+b$. Beyond the axial threshold, $\alpha_\parallel$ is negative, although the equations can again be solved away from the transverse resonance.

In `mean_gt`, `h1` is the axial bound, `hS` after it the case distinction, and `h2` the transverse bound.

```lean
/-- For positive `a`, `b`, `t` with `a b (2t)² < 1`, the mean of one axial and two transverse
polarizabilities exceeds `a + b`. -/
theorem mean_gt {a b t : ℝ} (ha : 0 < a) (hb : 0 < b) (ht : 0 < t)
    (h : a * b * (2 * t) ^ 2 < 1) :
    a + b < (modePolarizability a b (2 * t) + 2 * modePolarizability a b (-t)) / 3 := by
  have hx : 0 < a * b * t ^ 2 := by positivity
  have h1 : a + b + 4 * a * b * t < modePolarizability a b (2 * t) := by
    have hS : 0 < a + b + 4 * a * b * t := by positivity
    rw [modePolarizability, lt_div_iff₀ (by linarith)]
    nlinarith [mul_pos hS hx]
  -- the transverse numerator is nonnegative below the resonance
  have hS : 0 ≤ a + b - 2 * a * b * t := by
    rcases le_total (2 * a * t) 1 with h' | h'
    · nlinarith [mul_le_mul_of_nonneg_left h' hb.le]
    · have hbt : 0 ≤ 2 * b * t := by positivity
      have h'' : 2 * b * t ≤ 1 := by nlinarith [mul_le_mul_of_nonneg_left h' hbt]
      nlinarith [mul_le_mul_of_nonneg_left h'' ha.le]
  have h2 : a + b - 2 * a * b * t ≤ modePolarizability a b (-t) := by
    rw [modePolarizability, le_div_iff₀ (by nlinarith)]
    nlinarith [mul_nonneg hS hx.le]
  linarith
```

The main theorem, `pair_response`, has five parts. Every field $E$ has exactly one self-consistent pair of dipoles; any such pair has total dipole `pairPolarizability` applied to $E$; that matrix multiplies $n$ by $\alpha_\parallel$; it multiplies every vector perpendicular to $n$ by $\alpha_\perp$; and one third of its trace exceeds $a+b$. The first two parts come from `selfConsistent_iff`. The last combines `mean_gt` with the trace of $nn^{\mathsf T}$, which is $n\cdot n=1$.

```lean
/-- For positive `a`, `b`, `t` with `a b (2t)² < 1` and a unit vector `n`, every field induces
unique dipoles; their sum is given by the pair polarizability, whose axial and transverse
values are as stated and whose isotropic mean exceeds `a + b`. -/
theorem pair_response {a b t : ℝ} {n : Vec} (ha : 0 < a) (hb : 0 < b) (ht : 0 < t)
    (hn : n ⬝ᵥ n = 1) (h : a * b * (2 * t) ^ 2 < 1) :
    (∀ E, ∃! d : Vec × Vec, SelfConsistent a b t n E d.1 d.2) ∧
    (∀ E p q, SelfConsistent a b t n E p q → p + q = pairPolarizability a b t n *ᵥ E) ∧
    pairPolarizability a b t n *ᵥ n = modePolarizability a b (2 * t) • n ∧
    (∀ v, n ⬝ᵥ v = 0 →
      pairPolarizability a b t n *ᵥ v = modePolarizability a b (-t) • v) ∧
    a + b < (pairPolarizability a b t n).trace / 3 := by
  have hx : 0 < a * b * t ^ 2 := by positivity
  have h1 : 1 - a * b * (2 * t) ^ 2 ≠ 0 := by linarith
  have h2 : 1 - a * b * (-t) ^ 2 ≠ 0 := ne_of_gt (by nlinarith)
  refine ⟨fun E => ?_, fun E p q hpq => ?_, ?_, fun v hv => ?_, ?_⟩
  · refine ⟨(atomDipole a b t n E, atomDipole b a t n E),
      (selfConsistent_iff hn h1 h2).2 ⟨rfl, rfl⟩, fun d hd => ?_⟩
    have hd' := (selfConsistent_iff hn h1 h2).1 hd
    exact Prod.ext hd'.1 hd'.2
  · obtain ⟨rfl, rfl⟩ := (selfConsistent_iff hn h1 h2).1 hpq
    have r : ∀ s, modePolarizability a b s = atomResponse a b s + atomResponse b a s := by
      intro s
      rw [modePolarizability, atomResponse, atomResponse, mul_comm b a]
      ring
    rw [pairPolarizability_mulVec]
    ext i
    simp only [atomDipole, r, Pi.smul_apply, Pi.add_apply, Pi.sub_apply, smul_eq_mul]
    ring
  · rw [pairPolarizability_mulVec, hn]
    module
  · rw [pairPolarizability_mulVec, hv]
    module
  · have htr : (vecMulVec n n).trace = 1 := hn
    have hm := mean_gt ha hb ht h
    simp only [pairPolarizability, Matrix.trace_add, Matrix.trace_smul, Matrix.trace_sub,
      Matrix.trace_one, Fintype.card_fin, htr, smul_eq_mul]
    push_cast
    linarith
```

## Equal atoms: $2at<1$

For $a=b$ and positive $a,t$, the threshold condition is $(2at)^2<1$, that is, $2at<1$. A common factor cancels in each fraction:

$$\alpha_\parallel=\frac{2a(1+2at)}{(1-2at)(1+2at)}=\frac{2a}{1-2at},\qquad
\alpha_\perp=\frac{2a(1-at)}{(1-at)(1+at)}=\frac{2a}{1+at}.$$

The pair is easier to polarize along its axis and harder across it. In Lean, `e1` and `e2` are these two cancellations, and the rest is `pair_response` with equal atoms.

```lean
/-- For identical atoms with `a, t > 0`, `2at < 1` and a unit vector `n`, the induced dipoles
are unique, the total polarizabilities are `2a/(1-2at)` along `n` and `2a/(1+at)` across,
and their isotropic mean exceeds `2a`. -/
theorem identical_atoms {a t : ℝ} {n : Vec} (ha : 0 < a) (ht : 0 < t)
    (hn : n ⬝ᵥ n = 1) (h : 2 * a * t < 1) :
    (∀ E, ∃! d : Vec × Vec, SelfConsistent a a t n E d.1 d.2) ∧
    (∀ E p q, SelfConsistent a a t n E p q → p + q = pairPolarizability a a t n *ᵥ E) ∧
    pairPolarizability a a t n *ᵥ n = (2 * a / (1 - 2 * a * t)) • n ∧
    (∀ v, n ⬝ᵥ v = 0 → pairPolarizability a a t n *ᵥ v = (2 * a / (1 + a * t)) • v) ∧
    2 * a < (pairPolarizability a a t n).trace / 3 := by
  have hat : 0 < a * t := mul_pos ha ht
  have hc : a * a * (2 * t) ^ 2 < 1 := by nlinarith
  have hx : 0 < a * a * t ^ 2 := by positivity
  have e1 : modePolarizability a a (2 * t) = 2 * a / (1 - 2 * a * t) := by
    rw [modePolarizability, div_eq_div_iff (by linarith) (by linarith)]
    ring
  have e2 : modePolarizability a a (-t) = 2 * a / (1 + a * t) := by
    rw [modePolarizability, div_eq_div_iff (ne_of_gt (by nlinarith)) (by linarith)]
    ring
  have H := pair_response ha ha ht hn hc
  rw [e1, e2, ← two_mul] at H
  exact H
```

## At the threshold: $ab(2t)^2=1$

Here an axial dipole is returned in full after one round trip. Eliminating $n\cdot q$ from the axial equations gives

$$(1-4abt^2)(n\cdot p)=a(1+2bt)(n\cdot E).$$

The left side is zero. The factor $a(1+2bt)$ is positive, so a field with $n\cdot E\neq0$ admits no self-consistent dipoles. The theorem `polarization_catastrophe` establishes this absence of a solution at the threshold itself; the growth of the response on approach can be read from the denominator of $\alpha_\parallel$. The condition $n\cdot E\neq0$ matters, since a purely transverse field does not drive the resonant direction.

```lean
/-- For positive `a`, `b`, `t` with `a b (2t)² = 1` and a unit vector `n`, no self-consistent
dipoles exist in a field with a nonzero component along `n`. -/
theorem polarization_catastrophe {a b t : ℝ} {n E : Vec} (ha : 0 < a) (hb : 0 < b)
    (ht : 0 < t) (hn : n ⬝ᵥ n = 1) (h : a * b * (2 * t) ^ 2 = 1) (hE : n ⬝ᵥ E ≠ 0) :
    ¬ ∃ p q, SelfConsistent a b t n E p q := by
  rintro ⟨p, q, hpq⟩
  obtain ⟨hP, hQ⟩ := axial_projection hn hpq
  -- eliminating both dipoles leaves a positive multiple of the axial field
  have key : a * (1 + 2 * b * t) * (n ⬝ᵥ E) = 0 := by
    linear_combination -hP - 2 * a * t * hQ - (n ⬝ᵥ p) * h
  have hpos : a * (1 + 2 * b * t) ≠ 0 := by positivity
  exact mul_ne_zero hpos hE key

end

end InteractingAtomicDipoles
```

```lean
#print axioms InteractingAtomicDipoles.pair_response
#print axioms InteractingAtomicDipoles.identical_atoms
#print axioms InteractingAtomicDipoles.polarization_catastrophe
```

```
'InteractingAtomicDipoles.pair_response' depends on axioms: [propext, Classical.choice, Quot.sound]
'InteractingAtomicDipoles.identical_atoms' depends on axioms: [propext, Classical.choice, Quot.sound]
'InteractingAtomicDipoles.polarization_catastrophe' depends on axioms: [propext, Classical.choice, Quot.sound]
```
